# Deleting one basis state from a Stark matrix: full and truncated levels interlace

## Two states in a field

Take two orthonormal states with zero-field energies ε_0 and ε_1, coupled by a dipole matrix element d in a static field of strength F. With no diagonal dipole elements, the Hamiltonian has rows (ε_0, −F d) and (−F d*, ε_1). Its levels are

E_0, E_1 = (ε_0 + ε_1)/2 ∓ √((ε_0 − ε_1)²/4 + F²|d|²).

Deleting state 1 leaves the single level ε_0. This is the mean energy of basis state 0 in the full problem. If that state has populations w and 1 − w in the two eigenstates, then

ε_0 = w E_0 + (1 − w) E_1,

so E_0 ≤ ε_0 ≤ E_1. The general case also compares weighted means, for a suitably chosen state.

## Levels of the full and truncated matrices

Let H be a Hermitian matrix on n + 1 orthonormal basis states, with levels E_0 ≤ … ≤ E_n, and let K be H without the row and column of one state, with levels E′_0 ≤ … ≤ E′_(n−1). Then

E_k ≤ E′_k ≤ E_(k+1) for k = 0, …, n − 1.

Restoring the state therefore never raises a level counted from below and never lowers one counted from above. For Stark calculations in a finite basis, this limits how the ordered levels can move when a state is added. It does not fix the direction in which a level of given character moves: a state added below it changes its number in the list.

## Derivation from weighted means

Let H be N × N with levels E_a, and let P be an N × m matrix with orthonormal columns, the trial states. Thus PᴴP = 1, and K = PᴴHP has levels E′_b. Let u_a and v_b be orthonormal eigenvectors of H and K. For amplitudes x, put y = Px and define the populations

p_a = |⟨u_a, y⟩|², q_b = |⟨v_b, x⟩|².

Norm and energy agree in the two descriptions:

Σ p_a = yᴴy = xᴴPᴴPx = xᴴx = Σ q_b,

Σ E_a p_a = yᴴHy = xᴴKx = Σ E′_b q_b.

Suppose i ≤ k. Require p_a = 0 for a < i and q_b = 0 for b > k. These are i + (m − 1 − k) < m linear conditions on m amplitudes, so a nonzero x satisfies them. Scaled to xᴴx = 1, it gives

E_i ≤ Σ E_a p_a = Σ E′_b q_b ≤ E′_k.

For the other bound, require p_a = 0 for a > i and q_b = 0 for b < k. There are (N − 1 − i) + k conditions, fewer than m exactly when k + N ≤ i + m. Then

E′_k ≤ Σ E′_b q_b = Σ E_a p_a ≤ E_i.

To delete one state, let the columns of P be the remaining basis vectors, with N = n + 1 and m = n. The choices i = k and i = k + 1 give the two inequalities.

## Overlapping trial states

Unit norm of the trial states is not enough. Let H be the 2 × 2 identity, and take two normalised trial states with overlap 1/2. Then PᴴHP has rows (1, 1/2) and (1/2, 1), and levels 1/2 and 3/2, while both levels of H are 1. Both bounds fail. In such a basis the overlap matrix belongs in the eigenvalue equation.

## What the Lean statement says

`level hA k` is the eigenvalue number `k` in increasing order, counted from zero and with multiplicity; `hA` is the proof that the matrix is Hermitian. `deleteState H p` removes the row and column of basis state `p`; it uses `p.succAbove`, which lists the remaining indices in order. In `cauchy_interlacing`, `k.castSucc` and `k.succ` are the numbers k and k + 1 as labels of full levels.

`starkMatrix ε F D` is diag(ε) − F·D, in units where F·D is an energy. The real numbers `ε` are the zero-field energies of an orthonormal basis of field-free eigenstates, `F` is any real field strength, and `D` is the matrix of the dipole component along the field. The hypothesis `hD` says that `D` is Hermitian, as the matrix of an observable must be; selection rules are not imposed. `stark_interlacing` builds the truncated matrix from truncated energies and dipole elements, as a program with a smaller basis would.

Both matrices are finite. The theorem does not address convergence to the resonances of an atom that can ionise in the field, nor the size of the truncation error.

```lean
import Mathlib

open Matrix

namespace StarkBasisTruncation

noncomputable section

/-- The energy levels of a Hermitian matrix in increasing order, repeated according to
multiplicity and counted from zero. -/
def level {m : ℕ} {A : Matrix (Fin m) (Fin m) ℂ} (hA : A.IsHermitian) (k : Fin m) : ℝ :=
  hA.eigenvalues (Tuple.sort hA.eigenvalues k)

/-- The matrix that remains when the basis state `p` is deleted. -/
abbrev deleteState {n : ℕ} (H : Matrix (Fin (n + 1)) (Fin (n + 1)) ℂ) (p : Fin (n + 1)) :
    Matrix (Fin n) (Fin n) ℂ :=
  H.submatrix p.succAbove p.succAbove

/-- The Stark matrix: zero-field energies `ε` on the diagonal, minus the field strength `F`
times the matrix `D` of the dipole component along the field. -/
def starkMatrix {m : ℕ} (ε : Fin m → ℝ) (F : ℝ) (D : Matrix (Fin m) (Fin m) ℂ) :
    Matrix (Fin m) (Fin m) ℂ :=
  diagonal (fun i => (ε i : ℂ)) - (F : ℂ) • D

/-- The levels are in increasing order. -/
theorem level_mono {m : ℕ} {A : Matrix (Fin m) (Fin m) ℂ} (hA : A.IsHermitian) :
    Monotone (level hA) :=
  Tuple.monotone_sort hA.eigenvalues

/-- A Hermitian matrix has an orthonormal set of eigenvectors, the columns of `U`, whose
energies are the ordered levels. -/
theorem exists_eigenvectors {m : ℕ} {A : Matrix (Fin m) (Fin m) ℂ} (hA : A.IsHermitian) :
    ∃ U : Matrix (Fin m) (Fin m) ℂ,
      Uᴴ * U = 1 ∧ A * U = U * diagonal (fun k => (level hA k : ℂ)) := by
  let σ := Tuple.sort hA.eigenvalues
  refine ⟨Matrix.of fun i j => (hA.eigenvectorBasis (σ j)).ofLp i, ?_, ?_⟩
  · ext j l
    have h := orthonormal_iff_ite.mp hA.eigenvectorBasis.orthonormal (σ j) (σ l)
    rw [PiLp.inner_apply] at h
    simp only [RCLike.inner_apply, EmbeddingLike.apply_eq_iff_eq] at h
    rw [Matrix.mul_apply, Matrix.one_apply, ← h]
    exact Finset.sum_congr rfl fun i _ => mul_comm _ _
  · ext i j
    have h : (A *ᵥ (hA.eigenvectorBasis (σ j)).ofLp) i
        = (hA.eigenvalues (σ j) : ℂ) * (hA.eigenvectorBasis (σ j)).ofLp i := by
      rw [hA.mulVec_eigenvectorBasis]
      simp only [Pi.smul_apply, Complex.real_smul]
    rw [Matrix.mul_diagonal]
    exact h.trans (mul_comm _ _)

/-- If the orthonormal columns of `U` are eigenvectors of `A` with energies `E`, then the
expectation value of `A` is the sum of the energies weighted by the populations. -/
theorem mean_energy {m : ℕ} {A U : Matrix (Fin m) (Fin m) ℂ} {E : Fin m → ℝ}
    (hU : Uᴴ * U = 1) (hE : A * U = U * diagonal (fun k => (E k : ℂ))) (x : Fin m → ℂ) :
    star x ⬝ᵥ (A *ᵥ x) = ((∑ k, E k * Complex.normSq ((Uᴴ *ᵥ x) k) : ℝ) : ℂ) := by
  have hA : A = U * diagonal (fun k => (E k : ℂ)) * Uᴴ := by
    rw [← hE, Matrix.mul_assoc, mul_eq_one_comm.mp hU, Matrix.mul_one]
  have hs : star x ᵥ* U = star (Uᴴ *ᵥ x) := by
    rw [Matrix.star_mulVec, Matrix.conjTranspose_conjTranspose]
  rw [hA, ← Matrix.mulVec_mulVec, ← Matrix.mulVec_mulVec, Matrix.dotProduct_mulVec, hs]
  push_cast
  simp only [dotProduct, Matrix.mulVec_diagonal, Pi.star_apply]
  refine Finset.sum_congr rfl fun k _ => ?_
  rw [Complex.normSq_eq_conj_mul_self, starRingEnd_apply]
  ring

/-- Two sets of nonnegative populations have the same positive total and the same total energy.
If the first occupies only energies at least `a` and the second only energies at most `b`,
then `a ≤ b`. -/
theorem le_of_means {ι κ : Type*} [Fintype ι] [Fintype κ] {E p : ι → ℝ} {E' q : κ → ℝ}
    {a b : ℝ} (hsum : ∑ i, p i = ∑ j, q j) (hE : ∑ i, E i * p i = ∑ j, E' j * q j)
    (hpos : 0 < ∑ j, q j) (hp : ∀ i, 0 ≤ p i) (hq : ∀ j, 0 ≤ q j)
    (ha : ∀ i, p i ≠ 0 → a ≤ E i) (hb : ∀ j, q j ≠ 0 → E' j ≤ b) : a ≤ b := by
  have h1 : a * ∑ i, p i ≤ ∑ i, E i * p i := by
    rw [Finset.mul_sum]
    refine Finset.sum_le_sum fun i _ => ?_
    by_cases h : p i = 0
    · simp [h]
    · exact mul_le_mul_of_nonneg_right (ha i h) (hp i)
  have h2 : ∑ j, E' j * q j ≤ b * ∑ j, q j := by
    rw [Finset.mul_sum]
    refine Finset.sum_le_sum fun j _ => ?_
    by_cases h : q j = 0
    · simp [h]
    · exact mul_le_mul_of_nonneg_right (hb j h) (hq j)
  rw [hsum, hE] at h1
  exact le_of_mul_le_mul_right (h1.trans h2) hpos

/-- Fewer than `m` linear conditions on `m` amplitudes leave a nonzero state: the amplitudes
`F x` vanish on `S` and the amplitudes `G x` vanish on `T`. -/
theorem exists_state {N m : ℕ} (F : Matrix (Fin N) (Fin m) ℂ) (G : Matrix (Fin m) (Fin m) ℂ)
    (S : Finset (Fin N)) (T : Finset (Fin m)) (h : S.card + T.card < m) :
    ∃ x : Fin m → ℂ, x ≠ 0 ∧ (∀ i ∈ S, (F *ᵥ x) i = 0) ∧ ∀ j ∈ T, (G *ᵥ x) j = 0 := by
  let B : Matrix ({i // i ∈ S} ⊕ {j // j ∈ T}) (Fin m) ℂ :=
    Matrix.of (Sum.elim (fun i l => F i.1 l) (fun j l => G j.1 l))
  have hB : ¬ Function.Injective B.mulVecLin := fun hi => by
    have h' := LinearMap.finrank_le_finrank_of_injective hi
    simp only [Module.finrank_fintype_fun_eq_card, Fintype.card_sum, Fintype.card_coe,
      Fintype.card_fin] at h'
    omega
  rw [← LinearMap.ker_eq_bot, Submodule.eq_bot_iff] at hB
  push Not at hB
  obtain ⟨x, hx, hx0⟩ := hB
  have hx' := LinearMap.mem_ker.mp hx
  exact ⟨x, hx0, fun i hi => congrFun hx' (Sum.inl ⟨i, hi⟩),
    fun j hj => congrFun hx' (Sum.inr ⟨j, hj⟩)⟩

/-- Let `K` be the matrix of `H` in the orthonormal trial states given by the columns of `P`.
If `i ≤ k`, level `i` of `H` is at most level `k` of `K`; if `i` is no further from the top of
its spectrum than `k` is from the top of its own, level `k` of `K` is at most level `i` of `H`. -/
theorem trial_space_bounds {N m : ℕ} {H : Matrix (Fin N) (Fin N) ℂ}
    {K : Matrix (Fin m) (Fin m) ℂ} (hH : H.IsHermitian) (hK : K.IsHermitian)
    (P : Matrix (Fin N) (Fin m) ℂ) (hP : Pᴴ * P = 1) (hKP : K = Pᴴ * H * P)
    (i : Fin N) (k : Fin m) :
    ((i : ℕ) ≤ k → level hH i ≤ level hK k) ∧
      ((k : ℕ) + N ≤ i + m → level hK k ≤ level hH i) := by
  subst hKP
  obtain ⟨U, hU, hUH⟩ := exists_eigenvectors hH
  obtain ⟨V, hV, hVK⟩ := exists_eigenvectors hK
  -- norm and mean energy agree in the full and the truncated description
  have key : ∀ x : Fin m → ℂ,
      (∑ a, Complex.normSq (((Uᴴ * P) *ᵥ x) a) = ∑ b, Complex.normSq ((Vᴴ *ᵥ x) b)) ∧
      (∑ a, level hH a * Complex.normSq (((Uᴴ * P) *ᵥ x) a)
        = ∑ b, level hK b * Complex.normSq ((Vᴴ *ᵥ x) b)) ∧
      (x ≠ 0 → 0 < ∑ b, Complex.normSq ((Vᴴ *ᵥ x) b)) := by
    intro x
    have tr : ∀ B : Matrix (Fin N) (Fin N) ℂ,
        star (P *ᵥ x) ⬝ᵥ (B *ᵥ (P *ᵥ x)) = star x ⬝ᵥ ((Pᴴ * B * P) *ᵥ x) := by
      intro B
      rw [Matrix.star_mulVec, ← Matrix.dotProduct_mulVec]
      simp only [Matrix.mulVec_mulVec, Matrix.mul_assoc]
    have hc : (Uᴴ * P) *ᵥ x = Uᴴ *ᵥ (P *ᵥ x) := by rw [Matrix.mulVec_mulVec]
    have n1 := mean_energy (A := 1) (E := fun _ => 1) hU (by simp) (P *ᵥ x)
    have n2 := mean_energy (A := 1) (E := fun _ => 1) hV (by simp) x
    have t1 := tr 1
    rw [Matrix.mul_one, hP] at t1
    simp only [one_mul] at n1 n2
    rw [hc]
    refine ⟨Complex.ofReal_injective (n1.symm.trans (t1.trans n2)),
      Complex.ofReal_injective ((mean_energy hU hUH (P *ᵥ x)).symm.trans
        ((tr H).trans (mean_energy hV hVK x))), fun hx => ?_⟩
    have hne : Vᴴ *ᵥ x ≠ 0 := fun h0 => hx (by
      rw [← Matrix.one_mulVec x, ← mul_eq_one_comm.mp hV, ← Matrix.mulVec_mulVec, h0,
        Matrix.mulVec_zero])
    obtain ⟨b, hb⟩ := Function.ne_iff.mp hne
    exact Finset.sum_pos' (fun _ _ => Complex.normSq_nonneg _)
      ⟨b, Finset.mem_univ b, Complex.normSq_pos.mpr hb⟩
  have hi := i.isLt
  have hk := k.isLt
  constructor
  · intro hik
    -- a state without low levels of `H` and without high levels of `K`
    obtain ⟨x, hx, hS, hT⟩ := exists_state (Uᴴ * P) Vᴴ (Finset.Iio i) (Finset.Ioi k)
      (by rw [Fin.card_Iio, Fin.card_Ioi]; omega)
    obtain ⟨hn, he, hpos⟩ := key x
    refine le_of_means hn he (hpos hx) (fun _ => Complex.normSq_nonneg _)
      (fun _ => Complex.normSq_nonneg _) (fun a ha => level_mono hH ?_)
      (fun b hb => level_mono hK ?_)
    · by_contra hlt
      exact ha (by simp [hS a (Finset.mem_Iio.mpr (not_le.mp hlt))])
    · by_contra hlt
      exact hb (by simp [hT b (Finset.mem_Ioi.mpr (not_le.mp hlt))])
  · intro hik
    -- a state without high levels of `H` and without low levels of `K`
    obtain ⟨x, hx, hS, hT⟩ := exists_state (Uᴴ * P) Vᴴ (Finset.Ioi i) (Finset.Iio k)
      (by rw [Fin.card_Iio, Fin.card_Ioi]; omega)
    obtain ⟨hn, he, hpos⟩ := key x
    refine le_of_means hn.symm he.symm ((hpos hx).trans_eq hn.symm)
      (fun _ => Complex.normSq_nonneg _) (fun _ => Complex.normSq_nonneg _)
      (fun b hb => level_mono hK ?_) (fun a ha => level_mono hH ?_)
    · by_contra hlt
      exact hb (by simp [hT b (Finset.mem_Iio.mpr (not_le.mp hlt))])
    · by_contra hlt
      exact ha (by simp [hS a (Finset.mem_Ioi.mpr (not_le.mp hlt))])

/-- Cauchy interlacing: after deletion of one basis state from a Hermitian matrix, level `k` of the
truncated matrix lies between the full levels `k` and `k + 1`. -/
theorem cauchy_interlacing {n : ℕ} {H : Matrix (Fin (n + 1)) (Fin (n + 1)) ℂ}
    (hH : H.IsHermitian) (p : Fin (n + 1)) (k : Fin n) :
    level hH k.castSucc ≤ level (A := deleteState H p) (hH.submatrix _) k ∧
      level (A := deleteState H p) (hH.submatrix _) k ≤ level hH k.succ := by
  -- the columns of `P` are the basis states that are kept
  let P : Matrix (Fin (n + 1)) (Fin n) ℂ :=
    (1 : Matrix (Fin (n + 1)) (Fin (n + 1)) ℂ).submatrix id p.succAbove
  have hPt : Pᴴ = (1 : Matrix (Fin (n + 1)) (Fin (n + 1)) ℂ).submatrix p.succAbove id := by
    simp only [P, Matrix.conjTranspose_submatrix, Matrix.conjTranspose_one]
  have hP : Pᴴ * P = 1 := by
    rw [hPt]
    ext i j
    simp [P, Matrix.mul_apply, Matrix.one_apply]
  have hK : deleteState H p = Pᴴ * H * P := by
    rw [hPt]
    ext i j
    simp [P, Matrix.mul_apply, Matrix.one_apply]
  exact ⟨(trial_space_bounds hH (hH.submatrix _) P hP hK k.castSucc k).1 le_rfl,
    (trial_space_bounds hH (hH.submatrix _) P hP hK k.succ k).2
      (by rw [Fin.val_succ]; omega)⟩

/-- The Stark matrix is Hermitian when the dipole matrix is. -/
theorem starkMatrix_isHermitian {m : ℕ} (ε : Fin m → ℝ) (F : ℝ)
    {D : Matrix (Fin m) (Fin m) ℂ} (hD : D.IsHermitian) : (starkMatrix ε F D).IsHermitian := by
  have h : star (fun i => (ε i : ℂ)) = fun i => (ε i : ℂ) := by
    funext i
    simp
  have hF : star (F : ℂ) = F := Complex.conj_ofReal F
  unfold Matrix.IsHermitian starkMatrix
  rw [Matrix.conjTranspose_sub, Matrix.diagonal_conjTranspose, Matrix.conjTranspose_smul,
    hD.eq, h, hF]

/-- Stark levels under basis truncation: when the state `p` is left out of the zero-field energies
and of the Hermitian dipole matrix, truncated Stark level `k` lies between the full Stark levels `k`
and `k + 1`, at every field strength. -/
theorem stark_interlacing {n : ℕ} (ε : Fin (n + 1) → ℝ) (F : ℝ)
    {D : Matrix (Fin (n + 1)) (Fin (n + 1)) ℂ} (hD : D.IsHermitian)
    (p : Fin (n + 1)) (k : Fin n) :
    let full := level (starkMatrix_isHermitian ε F hD)
    let truncated := level (starkMatrix_isHermitian (ε ∘ p.succAbove) F
      (D := deleteState D p) (hD.submatrix _))
    full k.castSucc ≤ truncated k ∧ truncated k ≤ full k.succ := by
  intro full truncated
  have key : ∀ (K : Matrix (Fin n) (Fin n) ℂ) (hK : K.IsHermitian),
      K = deleteState (starkMatrix ε F D) p →
      full k.castSucc ≤ level hK k ∧ level hK k ≤ full k.succ := by
    intro K hK h
    subst h
    exact cauchy_interlacing (starkMatrix_isHermitian ε F hD) p k
  -- truncating the ingredients is the same as truncating the Stark matrix
  refine key _ _ ?_
  ext i j
  simp [starkMatrix, Matrix.diagonal_apply]

end

end StarkBasisTruncation
```

```lean
#print axioms StarkBasisTruncation.stark_interlacing
-- 'StarkBasisTruncation.stark_interlacing' depends on axioms: [propext, Classical.choice, Quot.sound]
```

## From eigenvectors to interlacing in Lean

`level_mono` records the ordering, and `exists_eigenvectors` puts the eigenvectors in the same order as columns of a unitary `U`. `mean_energy` writes the matrix as U diag(E) Uᴴ and obtains the energy as a sum over populations. Applied to the identity matrix with all energies 1, it also gives the norm.

`exists_state` takes the linear conditions from the rows of two matrices, `F` and `G` (this `F` is not the field strength), and stacks them into one matrix `B`. If `B` were injective, m could not exceed the number of conditions; hence its kernel contains a nonzero vector. `le_of_means` bounds each of the two energy sums term by term, treating empty levels separately, and then uses their equality. It works with unnormalised populations and cancels their common positive total at the end.

In `trial_space_bounds`, `key` supplies the equal norms, the equal energies and the positive total. The sets `Finset.Iio` and `Finset.Ioi` name the levels to be emptied, and `omega` checks the count of conditions. Each `by_contra` step shows that an occupied level lies on the permitted side.

`cauchy_interlacing` takes `P` from the columns of the identity matrix and verifies PᴴP = 1 and K = PᴴHP entry by entry. `stark_interlacing` then shows that truncating `ε` and `D` gives the same matrix as truncating the Stark matrix itself, and applies the previous theorem.
